# For $U>0$ and $|e_i|<U/2$, the local minimizers of the separable DFT+U model energy on $[0,1]^d$ are the $2^d$ integer fillings

Let $d$ spin-orbitals, called orbitals below, have fillings $n_i\in[0,1]$, a common interaction strength $U$ and real crystal fields $e_i$, and let the energy be $E(n)=\sum_i w_{e_i}(n_i)$ with $w_e(x)=\frac U2x(1-x)+ex$. A local minimizer is a point of the box $[0,1]^d$ at which $E$ is no higher than at any nearby point of the box, so a filling of 0 or 1 is compared only with admissible changes.

In Lean 4 with Mathlib:

```lean
import Mathlib

open Filter Topology

namespace DFTPlusUMinima

noncomputable section

variable {ι : Type*} [Fintype ι]

/-- The DFT+U model energy of one orbital with filling `x`, interaction `U` and
crystal field `e`. -/
def orbitalEnergy (U e x : ℝ) : ℝ := U / 2 * x * (1 - x) + e * x

/-- The DFT+U model energy of a set of orbitals with fillings `n`. -/
def energy (U : ℝ) (e n : ι → ℝ) : ℝ := ∑ i, orbitalEnergy U (e i) (n i)

/-- The admissible fillings: every orbital holds between zero and one electron. -/
def box (ι : Type*) : Set (ι → ℝ) := Set.Icc 0 1

/-- The local minimizers of the DFT+U model energy among admissible fillings. -/
def localMinimizers (U : ℝ) (e : ι → ℝ) : Set (ι → ℝ) :=
  {n | n ∈ box ι ∧ IsLocalMinOn (energy U e) (box ι) n}

/-- The configurations in which every orbital is either empty or full. -/
def integerFillings (ι : Type*) : Set (ι → ℝ) := {n | ∀ i, n i = 0 ∨ n i = 1}

/-- A local minimum on a set of real fillings, expressed by a distance `ε` within which
no admissible filling has lower energy. -/
lemma isLocalMinOn_iff_eps (f : ℝ → ℝ) (s : Set ℝ) (a : ℝ) :
    IsLocalMinOn f s a ↔ ∃ ε > 0, ∀ y ∈ s, |y - a| < ε → f a ≤ f y := by
  unfold IsLocalMinOn IsMinFilter
  rw [Filter.Eventually, Metric.mem_nhdsWithin_iff]
  constructor
  · rintro ⟨ε, hε, h⟩
    exact ⟨ε, hε, fun y hy hd => h ⟨by rwa [Metric.mem_ball, Real.dist_eq], hy⟩⟩
  · rintro ⟨ε, hε, h⟩
    refine ⟨ε, hε, fun y hy => h y hy.2 ?_⟩
    have hd := hy.1
    rwa [Metric.mem_ball, Real.dist_eq] at hd

/-- For `U > 0`, the empty orbital is a local minimum exactly when its crystal field
lies above `-U/2`. -/
theorem empty_isLocalMin_iff {U e : ℝ} (hU : 0 < U) :
    IsLocalMinOn (orbitalEnergy U e) (Set.Icc 0 1) 0 ↔ -(U / 2) < e := by
  rw [isLocalMinOn_iff_eps]
  constructor
  · rintro ⟨ε, hε, h⟩
    by_contra he
    have he' : 0 ≤ -(U / 2) - e := by linarith [not_lt.mp he]
    -- a small admissible charge lowers the energy
    obtain ⟨y, hy, hy1, hyε⟩ : ∃ y : ℝ, 0 < y ∧ y ≤ 1 ∧ y < ε :=
      ⟨min (ε / 2) 1, lt_min (by linarith) one_pos, min_le_right _ _,
        lt_of_le_of_lt (min_le_left _ _) (by linarith)⟩
    have hlow := h y ⟨hy.le, hy1⟩ (by rwa [sub_zero, abs_of_pos hy])
    unfold orbitalEnergy at hlow
    nlinarith [mul_nonneg hy.le he', mul_pos hU (mul_pos hy hy)]
  · intro he
    refine ⟨(U / 2 + e) / U, div_pos (by linarith) hU, fun y hy hd => ?_⟩
    rw [sub_zero, abs_of_nonneg hy.1, lt_div_iff₀ hU] at hd
    have hUy : 0 ≤ U * y := mul_nonneg hU.le hy.1
    have hslope : 0 ≤ U / 2 + e - U / 2 * y := by linarith
    have hprod := mul_nonneg hy.1 hslope
    unfold orbitalEnergy
    linarith

/-- Particle-hole symmetry: exchanging filling and hole reverses the crystal field,
up to a constant energy. -/
theorem orbitalEnergy_particle_hole (U e x : ℝ) :
    orbitalEnergy U e (1 - x) = e + orbitalEnergy U (-e) x := by
  unfold orbitalEnergy
  ring

/-- For `U > 0`, the full orbital is a local minimum exactly when its crystal field
lies below `U/2`. -/
theorem full_isLocalMin_iff {U e : ℝ} (hU : 0 < U) :
    IsLocalMinOn (orbitalEnergy U e) (Set.Icc 0 1) 1 ↔ e < U / 2 := by
  have hsymm : IsLocalMinOn (orbitalEnergy U e) (Set.Icc 0 1) 1 ↔
      IsLocalMinOn (orbitalEnergy U (-e)) (Set.Icc 0 1) 0 := by
    rw [isLocalMinOn_iff_eps, isLocalMinOn_iff_eps]
    have h1 := orbitalEnergy_particle_hole U e 0
    rw [sub_zero] at h1
    constructor
    · rintro ⟨ε, hε, h⟩
      refine ⟨ε, hε, fun y hy hd => ?_⟩
      have h2 := h (1 - y) ⟨by linarith [hy.2], by linarith [hy.1]⟩
        (by rwa [show 1 - y - 1 = -(y - 0) by ring, abs_neg])
      linarith [orbitalEnergy_particle_hole U e y]
    · rintro ⟨ε, hε, h⟩
      refine ⟨ε, hε, fun y hy hd => ?_⟩
      have h2 := h (1 - y) ⟨by linarith [hy.2], by linarith [hy.1]⟩
        (by rwa [show 1 - y - 0 = -(y - 1) by ring, abs_neg])
      have h3 := orbitalEnergy_particle_hole U e (1 - y)
      rw [sub_sub_cancel] at h3
      linarith
  rw [hsymm, empty_isLocalMin_iff hU, neg_lt_neg_iff]

/-- For `U > 0`, a fractionally filled orbital is never a local minimum. -/
theorem fractional_not_isLocalMin {U e x : ℝ} (hU : 0 < U) (h0 : 0 < x) (h1 : x < 1) :
    ¬ IsLocalMinOn (orbitalEnergy U e) (Set.Icc 0 1) x := by
  rw [isLocalMinOn_iff_eps]
  rintro ⟨ε, hε, h⟩
  obtain ⟨t, ht, htε, htx, htx'⟩ : ∃ t : ℝ, 0 < t ∧ t < ε ∧ t ≤ x ∧ t ≤ 1 - x :=
    ⟨min (ε / 2) (min x (1 - x)),
      lt_min (by linarith) (lt_min h0 (by linarith)),
      lt_of_le_of_lt (min_le_left _ _) (by linarith),
      (min_le_right _ _).trans (min_le_left _ _),
      (min_le_right _ _).trans (min_le_right _ _)⟩
  have hp := h (x + t) ⟨by linarith, by linarith⟩
    (by rwa [add_sub_cancel_left, abs_of_pos ht])
  have hm := h (x - t) ⟨by linarith, by linarith⟩
    (by rwa [show x - t - x = -t by ring, abs_neg, abs_of_pos ht])
  -- the symmetric second difference is negative
  have hcurv : orbitalEnergy U e (x + t) + orbitalEnergy U e (x - t)
      - 2 * orbitalEnergy U e x = -(U * (t * t)) := by
    unfold orbitalEnergy
    ring
  linarith [mul_pos hU (mul_pos ht ht)]

/-- An admissible configuration is a local minimum of the total energy exactly when each
filling is a local minimum of its own orbital energy. -/
theorem isLocalMinOn_energy_iff {U : ℝ} {e n : ι → ℝ} (hn : n ∈ box ι) :
    IsLocalMinOn (energy U e) (box ι) n ↔
      ∀ i, IsLocalMinOn (orbitalEnergy U (e i)) (Set.Icc 0 1) (n i) := by
  classical
  constructor
  · intro h i
    -- vary the filling of orbital i alone
    have hc : Continuous (fun x : ℝ => Function.update n i x) :=
      continuous_const.update i continuous_id
    have ht : Tendsto (fun x : ℝ => Function.update n i x)
        (𝓝[Set.Icc 0 1] (n i)) (𝓝[box ι] n) := by
      refine tendsto_nhdsWithin_iff.mpr ⟨?_, ?_⟩
      · have h1 := hc.tendsto (n i)
        rw [Function.update_eq_self] at h1
        exact h1.mono_left nhdsWithin_le_nhds
      · filter_upwards [self_mem_nhdsWithin] with x hx
        have hj : ∀ j, 0 ≤ Function.update n i x j ∧ Function.update n i x j ≤ 1 := by
          intro j
          by_cases hji : j = i
          · subst hji
            rw [Function.update_self]
            exact hx
          · rw [Function.update_of_ne hji]
            exact ⟨hn.1 j, hn.2 j⟩
        exact ⟨fun j => (hj j).1, fun j => (hj j).2⟩
    have hev : ∀ᶠ x in 𝓝[Set.Icc 0 1] (n i),
        energy U e n ≤ energy U e (Function.update n i x) := ht.eventually h
    change ∀ᶠ x in 𝓝[Set.Icc 0 1] (n i),
      orbitalEnergy U (e i) (n i) ≤ orbitalEnergy U (e i) x
    filter_upwards [hev] with x hx
    have hdiff : ∑ j, (orbitalEnergy U (e j) (Function.update n i x j)
        - orbitalEnergy U (e j) (n j))
        = orbitalEnergy U (e i) x - orbitalEnergy U (e i) (n i) := by
      rw [Finset.sum_eq_single i]
      · rw [Function.update_self]
      · intro j _ hj
        rw [Function.update_of_ne hj, sub_self]
      · intro hi
        exact absurd (Finset.mem_univ i) hi
    rw [Finset.sum_sub_distrib] at hdiff
    unfold energy at hx
    linarith
  · intro h
    have hev : ∀ i, ∀ᶠ m in 𝓝[box ι] n,
        orbitalEnergy U (e i) (n i) ≤ orbitalEnergy U (e i) (m i) := by
      intro i
      have ht : Tendsto (fun m : ι → ℝ => m i) (𝓝[box ι] n) (𝓝[Set.Icc 0 1] (n i)) := by
        refine tendsto_nhdsWithin_iff.mpr
          ⟨((continuous_apply i).tendsto n).mono_left nhdsWithin_le_nhds, ?_⟩
        filter_upwards [self_mem_nhdsWithin] with m hm
        exact ⟨hm.1 i, hm.2 i⟩
      exact ht.eventually (h i)
    change ∀ᶠ m in 𝓝[box ι] n, energy U e n ≤ energy U e m
    filter_upwards [eventually_all.mpr hev] with m hm
    exact Finset.sum_le_sum fun i _ => hm i

/-- For `U > 0` and crystal fields below `U/2` in magnitude, the local minimizers are exactly
the configurations of empty and full orbitals, and `d` orbitals have `2 ^ d` of them. -/
theorem localMinimizers_eq_integerFillings {U : ℝ} {e : ι → ℝ} (hU : 0 < U)
    (he : ∀ i, |e i| < U / 2) :
    localMinimizers U e = integerFillings ι ∧
      (localMinimizers U e).ncard = 2 ^ Fintype.card ι := by
  classical
  have heq : localMinimizers U e = integerFillings ι := by
    ext n
    constructor
    · rintro ⟨hn, h⟩ i
      have hi := (isLocalMinOn_energy_iff hn).1 h i
      have h0 : 0 ≤ n i := hn.1 i
      have h1 : n i ≤ 1 := hn.2 i
      rcases eq_or_lt_of_le h0 with h0 | h0
      · exact Or.inl h0.symm
      · rcases eq_or_lt_of_le h1 with h1 | h1
        · exact Or.inr h1
        · exact absurd hi (fractional_not_isLocalMin hU h0 h1)
    · intro h
      have hb : ∀ i, 0 ≤ n i ∧ n i ≤ 1 := by
        intro i
        rcases h i with hi | hi <;> rw [hi] <;> norm_num
      have hn : n ∈ box ι := ⟨fun i => (hb i).1, fun i => (hb i).2⟩
      refine ⟨hn, (isLocalMinOn_energy_iff hn).2 fun i => ?_⟩
      rcases h i with hi | hi <;> rw [hi]
      · exact (empty_isLocalMin_iff hU).2 (abs_lt.mp (he i)).1
      · exact (full_isLocalMin_iff hU).2 (abs_lt.mp (he i)).2
  refine ⟨heq, ?_⟩
  -- count the two choices for each orbital
  have hset : integerFillings ι =
      ↑(Fintype.piFinset fun _ : ι => ({0, 1} : Finset ℝ)) := by
    ext n
    simp [integerFillings]
  have hc : ({0, 1} : Finset ℝ).card = 2 := Finset.card_pair zero_ne_one
  rw [heq, hset, Set.ncard_coe_finset, Fintype.card_piFinset]
  simp only [hc, Finset.prod_const, Finset.card_univ]

/-- For `U > 0`, the local minimizers are exactly the integer fillings if and only if
every crystal field is smaller than `U/2` in magnitude. -/
theorem localMinimizers_eq_iff {U : ℝ} {e : ι → ℝ} (hU : 0 < U) :
    localMinimizers U e = integerFillings ι ↔ ∀ i, |e i| < U / 2 := by
  refine ⟨fun h i => ?_, fun he => (localMinimizers_eq_integerFillings hU he).1⟩
  -- test the all-empty and the all-full configuration
  have h0 : (fun _ => 0 : ι → ℝ) ∈ localMinimizers U e := by
    rw [h]
    exact fun _ => Or.inl rfl
  have h1 : (fun _ => 1 : ι → ℝ) ∈ localMinimizers U e := by
    rw [h]
    exact fun _ => Or.inr rfl
  exact abs_lt.mpr
    ⟨(empty_isLocalMin_iff hU).1 ((isLocalMinOn_energy_iff h0.1).1 h0.2 i),
      (full_isLocalMin_iff hU).1 ((isLocalMinOn_energy_iff h1.1).1 h1.2 i)⟩

/-- For `U ≥ 0`, filling exactly the orbitals with negative crystal field minimizes the
energy over all admissible fillings. -/
theorem aufbau_isMinOn {U : ℝ} (e : ι → ℝ) (hU : 0 ≤ U) :
    IsMinOn (energy U e) (box ι) (fun i => if e i < 0 then 1 else 0) := by
  refine isMinOn_iff.mpr fun m hm => Finset.sum_le_sum fun i _ => ?_
  have h0 : 0 ≤ m i := hm.1 i
  have h1 : 0 ≤ 1 - m i := sub_nonneg.mpr (hm.2 i)
  have hpen : 0 ≤ U / 2 * m i * (1 - m i) := by positivity
  unfold orbitalEnergy
  beta_reduce
  split_ifs with hi
  · nlinarith [mul_nonneg (neg_nonneg.mpr hi.le) h1]
  · nlinarith [mul_nonneg (not_lt.mp hi) h0]

end

end DFTPlusUMinima
```

```lean
#print axioms DFTPlusUMinima.localMinimizers_eq_integerFillings
#print axioms DFTPlusUMinima.localMinimizers_eq_iff
#print axioms DFTPlusUMinima.aufbau_isMinOn
```

```
'DFTPlusUMinima.localMinimizers_eq_integerFillings' depends on axioms: [propext, Classical.choice, Quot.sound]
'DFTPlusUMinima.localMinimizers_eq_iff' depends on axioms: [propext, Classical.choice, Quot.sound]
'DFTPlusUMinima.aufbau_isMinOn' depends on axioms: [propext, Classical.choice, Quot.sound]
```

## Definitions and theorems in words

The orbitals are the elements of a finite type `ι`, and $d$ is `Fintype.card ι`. A configuration is a function `ι → ℝ`. The function $w_e$ is `orbitalEnergy U e`, and $E$ is `energy U e`. The box is `Set.Icc 0 1`, where 0 and 1 are the constant functions and the order is taken orbital by orbital.

The set `localMinimizers U e` contains the points of the box that satisfy Mathlib's `IsLocalMinOn` relative to the box. The inequality in that predicate is not strict. The set `integerFillings ι` contains the configurations with every $n_i$ equal to 0 or 1.

There are three main statements:

- `localMinimizers_eq_integerFillings`: if $U>0$ and $|e_i|<U/2$ for all $i$, the two sets are equal, and they have $2^d$ elements.
- `localMinimizers_eq_iff`: for $U>0$, the two sets are equal if and only if $|e_i|<U/2$ for all $i$. The bound on the fields is therefore sharp.
- `aufbau_isMinOn`: for $U\ge 0$ and any fields, the configuration that fills exactly the orbitals with $e_i<0$ has the lowest energy in the whole box.

## The physics in the model

The term $\frac U2 n_i(1-n_i)$ is the penalty on fractional occupation in the simplified rotationally invariant form of DFT+U, for an occupation matrix that is diagonal in a fixed orbital basis. The constant $U$ stands for the effective on-site Coulomb repulsion. The field $e_i$ stands for the rest of the energy functional, taken as linear in the filling. The total number of electrons is free, so $e_i$ is a level measured from the chemical potential.

The derivative of the orbital energy is the effective level
$$w_e'(x)=e+U\left(\tfrac12-x\right).$$
It equals $e+U/2$ for an empty orbital and $e-U/2$ for a full one. The condition $|e|<U/2$ says that the empty orbital's level lies above the chemical potential and the full orbital's level lies below it. Each occupation then supports itself.

In DFT+U calculations the self-consistent solution can depend on the initial occupations, and this model of uncoupled orbitals with constant fields shows one source of such multiplicity in closed form. It leaves out hybridisation, off-diagonal occupations, a fixed electron number and the response of $e_i$ to the density. That response can remove the effect: if the rest of the functional adds $\frac K2n_i^2$ to each orbital energy, the curvature becomes $K-U$, and for $K>U$ each orbital energy is strictly convex with a single minimum. Semilocal functionals typically have such a convex part, and the +U term is meant to offset it. The model also describes the energy landscape and not an SCF iteration, so it does not say which minimum a given mixing scheme reaches.

## Two orbitals with $U=4$ eV

Take $e_1=-1$ eV and $e_2=0.5$ eV. Both are below $U/2=2$ eV in magnitude, so there are four local minimizers:

| $(n_1,n_2)$ | $E$ in eV |
|---|---|
| $(0,0)$ | $0$ |
| $(1,0)$ | $-1$ |
| $(0,1)$ | $0.5$ |
| $(1,1)$ | $-0.5$ |

The global minimum is $(1,0)$, which fills only the orbital with negative field. The configuration $(0,1)$ lies 1.5 eV higher and is still a local minimum: a small charge $y$ added to orbital 1 costs $2y(1-y)-y=y-2y^2$, which is positive for $0<y<\frac12$, and a small charge $z$ removed from orbital 2 costs $2z(1-z)-\frac12z=\frac32z-2z^2$, which is positive for $0<z<\frac34$.

If $e_1$ is lowered to $-2$ eV, a charge $y$ added to the empty orbital 1 changes the energy by $-2y^2$. The empty orbital 1 is then no longer a local minimum, although its slope there is zero. Only $(1,0)$ and $(1,1)$ remain.

## Reduction to one orbital

The energy is a sum of one-orbital terms, and the box is a product of intervals. If only $n_i$ changes, to $x$, the energy changes by $w_{e_i}(x)-w_{e_i}(n_i)$. At a local minimum of $E$ this difference is nonnegative for all admissible $x$ near $n_i$, so $n_i$ is a local minimum of $w_{e_i}$ on $[0,1]$. Conversely, suppose that each $n_i$ is a local minimum of its own term. There are finitely many orbitals, so one neighbourhood of $n$ serves for all of them, and adding the inequalities gives $E(n)\le E(m)$ for every admissible $m$ in it.

This is `isLocalMinOn_energy_iff`. The one-orbital change is `Function.update n i x`, and the first `Tendsto` statement says that it approaches $n$ within the box as $x\to n_i$. In the sum `hdiff` all terms but the $i$-th cancel. For the converse, `eventually_all` combines the finitely many neighbourhoods, and `Finset.sum_le_sum` adds the inequalities.

## Empty, full and fractional orbitals

The lemma `isLocalMinOn_iff_eps` restates local minimality on a set of real numbers with a distance $\varepsilon>0$. Three cases then cover the interval.

**Empty orbital.** For a filling $y\in[0,1]$,
$$w_e(y)-w_e(0)=y\left(\tfrac U2+e-\tfrac U2y\right).$$
If $e>-U/2$, the bracket is nonnegative for small $y$. The proof of `empty_isLocalMin_iff` uses the distance $(U/2+e)/U$, within which $\frac U2y\le Uy<\frac U2+e$; the bracket is `hslope` and the product is `hprod`. If $e\le -U/2$, the difference is at most $-\frac U2y^2$, which is negative for every $y>0$. The proof picks such a $y$ within the distance $\varepsilon$, and `nlinarith` finds the contradiction. The empty orbital is thus a local minimum exactly when $e>-U/2$.

**Full orbital.** Substituting $1-x$ for $x$ gives
$$w_e(1-x)=\tfrac U2x(1-x)+e-ex=e+w_{-e}(x).$$
A full orbital in field $e$ therefore behaves like an empty one in field $-e$, up to a constant. It is a local minimum exactly when $-e>-U/2$, that is, $e<U/2$. In `full_isLocalMin_iff` the equivalence `hsymm` carries the inequalities across this particle-hole exchange.

**Fractional orbital.** Let $0<x<1$, and choose $t>0$ so small that $x\pm t$ lie in $[0,1]$ and within the distance $\varepsilon$ of $x$. The linear term cancels in the symmetric second difference:
$$w_e(x+t)+w_e(x-t)-2w_e(x)=-Ut^2<0.$$
At least one of the two neighbours has lower energy than $x$, so $x$ is not a local minimum. In `fractional_not_isLocalMin` this identity is `hcurv`, and it contradicts the inequalities `hp` and `hm` for the two neighbours.

## Counting, sharpness and the lowest energy

At a local minimizer of $E$ no filling can be fractional, so each is 0 or 1. Conversely, $|e_i|<U/2$ makes both the empty and the full orbital a local minimum, so every integer filling qualifies. The count comes from writing `integerFillings ι` as a finite product of the sets $\{0,1\}$, one for each orbital, which gives $2^d$.

For sharpness, suppose that the local minimizers are all the integer fillings. The all-empty configuration is then among them, which forces $e_i>-U/2$ for every $i$. The all-full configuration forces $e_i<U/2$.

For the global minimum, compare an arbitrary filling $m_i\in[0,1]$ with the chosen one. If $e_i<0$, the chosen orbital is full, and
$$w_{e_i}(m_i)-w_{e_i}(1)=\tfrac U2m_i(1-m_i)+(-e_i)(1-m_i)\ge0.$$
If $e_i\ge0$, it is empty, and
$$w_{e_i}(m_i)-w_{e_i}(0)=\tfrac U2m_i(1-m_i)+e_im_i\ge0.$$
Summing over the orbitals proves `aufbau_isMinOn`. The penalty term is `hpen`, and `split_ifs` separates the two signs of the field. The minimum energy is $\sum_i\min(e_i,0)$, and it need not belong to a single configuration: an orbital with $e_i=0$ can be empty or full at the same energy.
